# A crystal symmetry $x\mapsto Rx+t$ gives $F(h)=e^{2\pi i\,h\cdot t}\,F(R^{T}h)$

The atoms $j$ of one unit cell sit at real fractional coordinates $x_j$ and have complex scattering factors $f_j(h)$, where $h$ is a vector of integer Miller indices. With $h\cdot x=\sum_i h_i x_i$ and a plus sign in the exponent, the structure factor is $F(h)=\sum_j f_j(h)\,e^{2\pi i\,h\cdot x_j}$.

In Lean 4 with Mathlib:

```lean
import Mathlib

open Matrix ComplexConjugate

namespace StructureFactorSymmetry

noncomputable section

variable {n J : Type*} [Fintype n]

/-- The pairing `h · x` of integer Miller indices with fractional coordinates. -/
def hdot (h : n → ℤ) (x : n → ℝ) : ℝ := ∑ i, (h i : ℝ) * x i

/-- The plane wave `exp (2 π i h · x)`. -/
def wave (h : n → ℤ) (x : n → ℝ) : ℂ :=
  Complex.exp (2 * Real.pi * Complex.I * (hdot h x : ℂ))

/-- The structure factor `F(h) = ∑ j, f_j(h) exp (2 π i h · x_j)` of atoms at positions `x j`
with scattering factors `f j`, which may depend on the reflection `h`. -/
def structureFactor [Fintype J] (f : J → (n → ℤ) → ℂ) (x : J → n → ℝ) (h : n → ℤ) : ℂ :=
  ∑ j, f j h * wave h (x j)

/-- The operation `x ↦ R x + t` carries atom `j` to atom `p j`, up to a lattice translation,
and the scattering factors are carried along with the atoms. -/
structure IsSymmetry (f : J → (n → ℤ) → ℂ) (x : J → n → ℝ)
    (R : Matrix n n ℤ) (t : n → ℝ) (p : Equiv.Perm J) : Prop where
  scattering : ∀ j h, f (p j) h = f j (Rᵀ *ᵥ h)
  position : ∀ j, ∃ m : n → ℤ,
    x (p j) = R.map (Int.cast : ℤ → ℝ) *ᵥ x j + t + fun i => (m i : ℝ)

/-- Rotating the atom by `R` is the same as rotating the reflection by the transpose of `R`. -/
theorem hdot_transpose (R : Matrix n n ℤ) (h : n → ℤ) (x : n → ℝ) :
    hdot (Rᵀ *ᵥ h) x = hdot h (R.map (Int.cast : ℤ → ℝ) *ᵥ x) := by
  simp only [hdot, Matrix.mulVec, dotProduct, Matrix.transpose_apply, Matrix.map_apply]
  push_cast
  simp only [Finset.sum_mul, Finset.mul_sum]
  rw [Finset.sum_comm]
  refine Finset.sum_congr rfl fun i _ => Finset.sum_congr rfl fun j _ => ?_
  ring

/-- A displacement of the atom multiplies its plane wave by a phase factor. -/
theorem wave_add (h : n → ℤ) (x y : n → ℝ) : wave h (x + y) = wave h x * wave h y := by
  have e : hdot h (x + y) = hdot h x + hdot h y := by
    simp [hdot, mul_add, Finset.sum_add_distrib]
  simp only [wave, e, Complex.ofReal_add, mul_add, Complex.exp_add]

/-- The plane wave equals one exactly when `h · x` is an integer. -/
theorem wave_eq_one_iff (h : n → ℤ) (x : n → ℝ) :
    wave h x = 1 ↔ ∃ k : ℤ, hdot h x = k := by
  unfold wave
  rw [Complex.exp_eq_one_iff]
  constructor
  · rintro ⟨k, hk⟩
    have e : ((hdot h x : ℝ) : ℂ) = (k : ℂ) :=
      mul_left_cancel₀ Complex.two_pi_I_ne_zero (by linear_combination hk)
    exact ⟨k, by exact_mod_cast e⟩
  · rintro ⟨k, hk⟩
    refine ⟨k, ?_⟩
    rw [hk]
    push_cast
    ring

variable [Fintype J] {f : J → (n → ℤ) → ℂ} {x : J → n → ℝ}
  {R : Matrix n n ℤ} {t : n → ℝ} {p : Equiv.Perm J}

/-- Structure factor symmetry: if `x ↦ R x + t` is a symmetry of the crystal, then
`F(h) = exp (2 π i h · t) F(Rᵀ h)`. -/
theorem structureFactor_symmetry (hs : IsSymmetry f x R t p) (h : n → ℤ) :
    structureFactor f x h = wave h t * structureFactor f x (Rᵀ *ᵥ h) := by
  unfold structureFactor
  -- sum over the images of the atoms instead of the atoms
  rw [← Equiv.sum_comp p (fun j => f j h * wave h (x j)), Finset.mul_sum]
  refine Finset.sum_congr rfl fun j _ => ?_
  obtain ⟨m, hm⟩ := hs.position j
  -- the lattice translation is invisible to the plane wave
  have h1 : wave h (fun i => (m i : ℝ)) = 1 :=
    (wave_eq_one_iff h _).2 ⟨∑ i, h i * m i, by simp [hdot]⟩
  have h2 : wave h (R.map (Int.cast : ℤ → ℝ) *ᵥ x j) = wave (Rᵀ *ᵥ h) (x j) := by
    simp only [wave, hdot_transpose]
  rw [hs.scattering, hm, wave_add, wave_add, h1, h2]
  ring

/-- If `x ↦ R x + t` is a symmetry of the crystal, reflections related by the transpose of `R` have
equal amplitudes. -/
theorem amplitude_symmetry (hs : IsSymmetry f x R t p) (h : n → ℤ) :
    ‖structureFactor f x h‖ = ‖structureFactor f x (Rᵀ *ᵥ h)‖ := by
  have e : 2 * Real.pi * Complex.I * (hdot h t : ℂ)
      = ((2 * Real.pi * hdot h t : ℝ) : ℂ) * Complex.I := by
    push_cast
    ring
  have hw : ‖wave h t‖ = 1 := by
    rw [wave, e, Complex.norm_exp_ofReal_mul_I]
  rw [structureFactor_symmetry hs h, norm_mul, hw, one_mul]

/-- Systematic absence: if `x ↦ R x + t` is a symmetry of the crystal, a reflection `h` fixed by the
transpose of `R` vanishes when `h · t` is not an integer. -/
theorem systematic_absence (hs : IsSymmetry f x R t p) {h : n → ℤ}
    (hR : Rᵀ *ᵥ h = h) (ht : ¬ ∃ k : ℤ, hdot h t = k) : structureFactor f x h = 0 := by
  have e := structureFactor_symmetry hs h
  rw [hR] at e
  have hw : 1 - wave h t ≠ 0 := fun h0 =>
    ht ((wave_eq_one_iff h t).1 (sub_eq_zero.1 h0).symm)
  exact (mul_eq_zero.1 (by linear_combination e :
    (1 - wave h t) * structureFactor f x h = 0)).resolve_left hw

/-- Friedel's law: if every scattering factor obeys `f_j(-h) = conj f_j(h)`, then
`F(-h) = conj F(h)`. -/
theorem friedel (hf : ∀ j h, f j (-h) = conj (f j h)) (h : n → ℤ) :
    structureFactor f x (-h) = conj (structureFactor f x h) := by
  have hw : ∀ y : n → ℝ, wave (-h) y = conj (wave h y) := by
    intro y
    have e : hdot (-h) y = -hdot h y := by simp [hdot]
    rw [wave, wave, ← Complex.exp_conj, e]
    congr 1
    simp only [map_mul, Complex.conj_I, Complex.conj_ofReal, map_ofNat, Complex.ofReal_neg]
    ring
  simp only [structureFactor, map_sum, map_mul, hf, hw]

/-- Phase restriction: if `x ↦ R x + t` is a symmetry of the crystal, the transpose of `R` reverses
`h` and the scattering factors obey `f_j(-h) = conj f_j(h)`, then `F(h)² = exp (2 π i h · t)
|F(h)|²`. -/
theorem phase_restriction (hs : IsSymmetry f x R t p)
    (hf : ∀ j h, f j (-h) = conj (f j h)) {h : n → ℤ} (hR : Rᵀ *ᵥ h = -h) :
    structureFactor f x h ^ 2 = wave h t * (‖structureFactor f x h‖ : ℂ) ^ 2 := by
  have e := structureFactor_symmetry hs h
  rw [hR, friedel hf] at e
  have hn : structureFactor f x h * conj (structureFactor f x h)
      = (‖structureFactor f x h‖ : ℂ) ^ 2 := by
    rw [Complex.mul_conj, Complex.normSq_eq_norm_sq]
    push_cast
    rfl
  linear_combination structureFactor f x h * e + wave h t * hn

/-- The rotation part of a twofold screw axis along the third cell axis. -/
def screwRot : Matrix (Fin 3) (Fin 3) ℤ := !![-1, 0, 0; 0, -1, 0; 0, 0, 1]

/-- The translation part of the screw axis, half a cell along the third axis. -/
def screwShift : Fin 3 → ℝ := ![0, 0, 1 / 2]

/-- An atom at `r` together with its image under the screw operation. -/
def screwPair (r : Fin 3 → ℝ) : Fin 2 → Fin 3 → ℝ := ![r, ![-r 0, -r 1, r 2 + 1 / 2]]

/-- Two atoms related by the screw axis, with a common scattering factor invariant under the
rotation, have the screw operation as a symmetry that exchanges them. -/
theorem isSymmetry_witness (r : Fin 3 → ℝ) (g : (Fin 3 → ℤ) → ℂ)
    (hg : ∀ h, g (screwRotᵀ *ᵥ h) = g h) :
    IsSymmetry (fun _ => g) (screwPair r) screwRot screwShift (Equiv.swap 0 1) := by
  -- the rotation reverses the first two coordinates
  have hrot : ∀ y : Fin 3 → ℝ,
      screwRot.map (Int.cast : ℤ → ℝ) *ᵥ y = ![-y 0, -y 1, y 2] := by
    intro y
    ext i
    fin_cases i <;> simp [screwRot, Matrix.mulVec, dotProduct, Fin.sum_univ_three]
  refine ⟨fun _ h => (hg h).symm, Fin.forall_fin_two.2 ⟨⟨0, ?_⟩, ⟨![0, 0, -1], ?_⟩⟩⟩
  · rw [hrot]
    ext i
    fin_cases i <;> simp [screwPair, screwShift]
  · rw [hrot]
    ext i
    fin_cases i <;> simp [screwPair, screwShift]
    ring

/-- In every crystal with this twofold screw axis the reflections `(0, 0, l)` with odd `l`
are absent. -/
theorem screw_absence {f : J → (Fin 3 → ℤ) → ℂ} {x : J → Fin 3 → ℝ}
    (hs : IsSymmetry f x screwRot screwShift p) {l : ℤ} (hl : Odd l) :
    structureFactor f x ![0, 0, l] = 0 := by
  refine systematic_absence hs ?_ ?_
  · ext i
    fin_cases i <;> simp [screwRot, Matrix.mulVec, dotProduct, Fin.sum_univ_succ]
  · rintro ⟨k, hk⟩
    have e : hdot ![0, 0, l] screwShift = (l : ℝ) / 2 := by
      simp [hdot, screwShift, Fin.sum_univ_succ]
      ring
    have h2 : (l : ℝ) = 2 * (k : ℝ) := by linarith
    have h3 : l = 2 * k := by exact_mod_cast h2
    obtain ⟨a, ha⟩ := hl
    omega

end

end StructureFactorSymmetry
```

```lean
#print axioms StructureFactorSymmetry.amplitude_symmetry
-- 'StructureFactorSymmetry.amplitude_symmetry' depends on axioms: [propext, Classical.choice, Quot.sound]
#print axioms StructureFactorSymmetry.phase_restriction
-- 'StructureFactorSymmetry.phase_restriction' depends on axioms: [propext, Classical.choice, Quot.sound]
#print axioms StructureFactorSymmetry.screw_absence
-- 'StructureFactorSymmetry.screw_absence' depends on axioms: [propext, Classical.choice, Quot.sound]
```

## Symmetry as a permutation of atoms

In the code, `hdot h x` is $h\cdot x$, `wave h x` is $w_h(x)=e^{2\pi i\,h\cdot x}$ and `structureFactor f x h` is $F(h)$. The coordinates are labelled by a finite type `n`, so any dimension is allowed, and the atoms of one cell by a finite type `J`.

`IsSymmetry f x R t p` says that the operation with integer matrix $R$ and real shift $t$ carries atom $j$ to atom $p(j)$:

$$x_{p(j)}=Rx_j+t+m_j,\qquad f_{p(j)}(h)=f_j(R^{T}h),$$

where the integer vector $m_j$ is a lattice translation that may differ from atom to atom. The second condition says that an atom's scattering density, including any anisotropic displacement, is rotated along with the atom. For constant factors it reduces to $f_{p(j)}=f_j$.

Both conditions are assumed, as is the permutation $p$. $R$ need not preserve lengths or even be invertible, so space-group operations are a special case. The model is kinematic scattering from finitely many atoms per cell; within it, `amplitude_symmetry` justifies treating $h$ and $R^{T}h$ as equivalent reflections when the operation belongs to the space group of the crystal.

## Moving the operation from atoms to reflections

The rotation passes across the pairing by exchanging two finite sums, which is `hdot_transpose`:

$$(R^{T}h)\cdot x=\sum_i\Big(\sum_{i'}R_{i'i}h_{i'}\Big)x_i=\sum_{i'}h_{i'}\sum_i R_{i'i}x_i=h\cdot(Rx).$$

The plane wave satisfies $w_h(x+y)=w_h(x)\,w_h(y)$ (`wave_add`). It equals 1 exactly when $h\cdot x$ is an integer (`wave_eq_one_iff`), because $e^z=1$ means $z=2\pi i k$ for an integer $k$. In particular $w_h(m_j)=1$.

Since $p$ is a permutation, the sum may run over $p(j)$ instead of $j$:

$$\begin{aligned}F(h)&=\sum_j f_{p(j)}(h)\,w_h(x_{p(j)})\\&=\sum_j f_j(R^{T}h)\,w_h(Rx_j)\,w_h(t)\,w_h(m_j)\\&=w_h(t)\sum_j f_j(R^{T}h)\,w_{R^{T}h}(x_j)=w_h(t)\,F(R^{T}h).\end{aligned}$$

The proof of `structureFactor_symmetry` follows these lines: `Equiv.sum_comp` reindexes, `h1` removes the lattice translation, and `h2` moves $R$ onto $h$. As $h\cdot t$ is real, $|w_h(t)|=1$, and taking norms gives $|F(h)|=|F(R^{T}h)|$.

## Absences and restricted phases

If $R^{T}h=h$, the identity becomes $(1-w_h(t))F(h)=0$. When $h\cdot t$ is not an integer the first factor is nonzero, so $F(h)=0$. This is `systematic_absence`.

The theorem `friedel` assumes $f_j(-h)=\overline{f_j(h)}$, which holds for real scattering densities and generally fails with anomalous dispersion. Conjugation also reverses the exponent of the plane wave, so $F(-h)=\overline{F(h)}$. If moreover $R^{T}h=-h$, then $F(h)=w_h(t)\overline{F(h)}$, and multiplying by $F(h)$ gives `phase_restriction`:

$$F(h)^2=e^{2\pi i\,h\cdot t}\,|F(h)|^2.$$

For nonzero $F(h)$ this fixes the phase to $\pi\,h\cdot t$ modulo $\pi$.

## The twofold screw axis

Here $R=\mathrm{diag}(-1,-1,1)$ and $t=(0,0,\tfrac12)$. An atom at $r=(r_0,r_1,r_2)$ goes to $(-r_0,-r_1,r_2+\tfrac12)$, and a second application returns it to $r$ shifted by one cell. The translations are therefore $m_0=0$ and $m_1=(0,0,-1)$, which `isSymmetry_witness` supplies for two atoms with a common, rotation-invariant scattering factor.

For $h=(0,0,l)$ we have $R^{T}h=h$ and $h\cdot t=l/2$, which is not an integer for odd $l$. Hence `screw_absence` holds for every crystal satisfying `IsSymmetry` with this operation, not only for the pair.

## Matching positions without matching scatterers

Suppose the positions obey the symmetry but the scattering factors do not. In one dimension put atoms at $x_0=0$ and $x_1=\tfrac14$, with constant factors $f_0=1$ and $f_1=i$, idealised values chosen for easy arithmetic rather than to model real atoms. The operation $x\mapsto -x+\tfrac14$ exchanges the two positions, yet

$$F(1)=1+i\cdot i=0,\qquad F(-1)=1+i\cdot(-i)=2.$$

Even the amplitudes disagree.
